# Ostrowski's theorem: a congruence $S^\dagger AS$ multiplies each level of a Hermitian matrix $A$ by a factor between the extreme eigenvalues of $S^\dagger S$

Let $A$ be the Hermitian matrix of a one-electron Hamiltonian in a basis of $n+1$ linearly independent orbitals with overlap matrix $M$. The orbital energies $E$ solve $Ac=EMc$. An orthogonalization of the basis is a square matrix $S$ with $S^\dagger MS=1$. Setting $c=Sd$ and multiplying by $S^\dagger$ gives $S^\dagger AS\,d=E\,d$, so the orbital energies are the eigenvalues of $S^\dagger AS$. How far can they lie from the eigenvalues of $A$, which one would obtain by ignoring the overlap?

The letter $S$ denotes the transformation here, not the overlap matrix as is usual in quantum chemistry. Write

- $B=S^\dagger AS$ and $G=S^\dagger S$;
- $\lambda_k$, $\mu_k$, $g_k$ for the eigenvalues of $A$, $B$, $G$, in increasing order with multiplicity, $k=0,\dots,n$;
- $v_k$ and $w_k$ for orthonormal eigenvectors of $A$ and $B$;
- $|x|^2=x^\dagger x$ for a vector $x$, which need not be normalised.

Since $M^{-1}=SS^\dagger$ has the same eigenvalues as $G$, the $g_k$ are the reciprocals of the overlap eigenvalues.

## One factor for each level

**Claim.** For Hermitian $A$, any square $S$ of the same size and each $k$, there is a real $\theta$ with $g_0\le\theta\le g_n$ and $\mu_k=\theta\lambda_k$.

With the amplitudes $a_i=v_i^\dagger x$, expansion in eigenvectors gives
$$x^\dagger Ax=\sum_i\lambda_i|a_i|^2,\qquad |x|^2=\sum_i|a_i|^2 .$$
If $a_i=0$ for all $i<k$, only levels $\lambda_i\ge\lambda_k$ contribute, and $x^\dagger Ax\ge\lambda_k|x|^2$. If $a_i=0$ for all $i>k$, then $x^\dagger Ax\le\lambda_k|x|^2$. The same holds for $B$ and $G$.

Now require $w_i^\dagger x=0$ for $i<k$ and $v_i^\dagger Sx=0$ for $i>k$. These are $k+(n-k)=n$ linear conditions on $n+1$ amplitudes, so some $x\ne0$ satisfies them. For this $x$,
$$\mu_k|x|^2\le x^\dagger Bx=(Sx)^\dagger A(Sx)\le\lambda_k|Sx|^2 .$$
Hence $\mu_k\le t\lambda_k$ with $t=|Sx|^2/|x|^2$. Requiring instead $v_i^\dagger Sy=0$ for $i<k$ and $w_i^\dagger y=0$ for $i>k$ gives a vector $y\neq0$ with
$$\lambda_k|Sy|^2\le(Sy)^\dagger A(Sy)=y^\dagger By\le\mu_k|y|^2,$$
so $u\lambda_k\le\mu_k$ with $u=|Sy|^2/|y|^2$. Because $|Sx|^2=x^\dagger Gx$, and likewise for $y$, both $t$ and $u$ lie in $[g_0,g_n]$.

Three cases remain:

- If $\lambda_k=0$, the two inequalities give $\mu_k=0$, and $\theta=t$ serves.
- If $\lambda_k>0$, put $\theta=\mu_k/\lambda_k$; then $u\le\theta\le t$.
- If $\lambda_k<0$, the same quotient satisfies $t\le\theta\le u$.

## Signs of the levels and a bound on their shifts

If $S$ is invertible, a lowest eigenvector $e$ of $G$ satisfies $g_0|e|^2=|Se|^2>0$. Thus $\theta\ge g_0>0$, and $\mu_k$ has the same sign as $\lambda_k$.

If $1-\varepsilon\le g_0$ and $g_n\le1+\varepsilon$, then $|\theta-1|\le\varepsilon$, and
$$|\mu_k-\lambda_k|=|\theta-1|\,|\lambda_k|\le\varepsilon|\lambda_k| .$$
For a finite set of linearly independent orbitals, this bounds the error made by ignoring their overlap. Both the error and the bound depend on the energy zero: raising all orbital energies by a constant $\delta$ replaces $A$ by $A+\delta M$, which in general does not raise every $\lambda_k$ by $\delta$.

## Levels, states and quadratic forms in Lean

```lean
import Mathlib

open Matrix

namespace OstrowskiCongruence

noncomputable section

variable {n : ℕ}
```

The general lemmas treat matrices of size `n`; the three final theorems use size `n + 1`, which guarantees a lowest and a highest level. `Fin n` numbers the levels from zero.

```lean
/-- The energy levels of a Hermitian matrix, listed in increasing order with multiplicity. -/
def level {A : Matrix (Fin n) (Fin n) ℂ} (hA : A.IsHermitian) (k : Fin n) : ℝ :=
  hA.eigenvalues (Tuple.sort hA.eigenvalues k)
```

The argument `hA` is the proof that the matrix is Hermitian. Sorting Mathlib's eigenvalues fixes the increasing order, and the same permutation selects the eigenvectors:

```lean
/-- The eigenvector belonging to the `k`-th level, taken from an orthonormal eigenbasis. -/
def levelState {A : Matrix (Fin n) (Fin n) ℂ} (hA : A.IsHermitian) (k : Fin n) : Fin n → ℂ :=
  (hA.eigenvectorBasis (Tuple.sort hA.eigenvalues k)).ofLp
```

The product `⬝ᵥ` does not conjugate, so $x^\dagger y$ is written `star x ⬝ᵥ y`.

```lean
/-- The quadratic form `x* A x` (its real part) of an unnormalised state `x`. -/
def energy (A : Matrix (Fin n) (Fin n) ℂ) (x : Fin n → ℂ) : ℝ := (star x ⬝ᵥ A *ᵥ x).re
```

For Hermitian $A$ the number $x^\dagger Ax$ is real, and `energy` equals it. The code calls any vector $x$ a state. Dividing `energy` by `sqNorm` gives the expectation value if $x$ holds amplitudes in an orthonormal basis; for coefficients in the overlapping orbitals of the opening, the divisor is $x^\dagger Mx$ instead.

```lean
/-- The squared norm `x* x` of a state. -/
def sqNorm (x : Fin n → ℂ) : ℝ := (star x ⬝ᵥ x).re
```

The squared norm is a sum of squared moduli, at least one of them positive when $x\ne0$. This permits the later divisions by $|x|^2$.

```lean
/-- A nonzero state has positive squared norm. -/
theorem sqNorm_pos {x : Fin n → ℂ} (hx : x ≠ 0) : 0 < sqNorm x := by
  have h : sqNorm x = ∑ i, Complex.normSq (x i) := by
    simp [sqNorm, dotProduct, Complex.normSq_apply]
  obtain ⟨i, hi⟩ := Function.ne_iff.mp hx
  rw [h]
  exact Finset.sum_pos' (fun _ _ => Complex.normSq_nonneg _)
    ⟨i, Finset.mem_univ i, Complex.normSq_pos.mpr hi⟩
```

## Expansion in eigenstates

The next two lemmas supply the eigenvalue equation $Av_k=\lambda_kv_k$ and the completeness relation $x^\dagger y=\sum_i\overline{(v_i^\dagger x)}\,(v_i^\dagger y)$. The second takes Mathlib's sum over an orthonormal basis and reorders it by level.

```lean
/-- The level states solve the eigenvalue equation of the Hermitian matrix `A`. -/
theorem mulVec_levelState {A : Matrix (Fin n) (Fin n) ℂ} (hA : A.IsHermitian) (k : Fin n) :
    A *ᵥ levelState hA k = (level hA k : ℂ) • levelState hA k := by
  refine (hA.mulVec_eigenvectorBasis _).trans ?_
  ext i
  simp [level, levelState]

/-- Completeness of the level states: an overlap of two states is the sum over levels of the
products of their amplitudes, with the amplitude of the first state complex-conjugated. -/
theorem completeness {A : Matrix (Fin n) (Fin n) ℂ} (hA : A.IsHermitian) (x y : Fin n → ℂ) :
    star x ⬝ᵥ y = ∑ i, star (star (levelState hA i) ⬝ᵥ x) * (star (levelState hA i) ⬝ᵥ y) := by
  have h := hA.eigenvectorBasis.sum_inner_mul_inner (WithLp.toLp 2 x) (WithLp.toLp 2 y)
  simp only [EuclideanSpace.inner_eq_star_dotProduct] at h
  refine (dotProduct_comm _ _).trans (h.symm.trans
    ((Equiv.sum_comp (Tuple.sort hA.eigenvalues) _).symm.trans
      (Finset.sum_congr rfl fun i _ => ?_)))
  change levelState hA i ⬝ᵥ star x * (y ⬝ᵥ star (levelState hA i)) = _
  rw [← Matrix.star_dotProduct x (levelState hA i), dotProduct_comm (star x),
    dotProduct_comm y]
```

Applying completeness to $x$ and $Ax$, and letting $A$ act to the left on $v_i^\dagger$, gives the expansion of $x^\dagger Ax$ used above. Applying it to $x$ and $x$ gives that of $|x|^2$.

```lean
/-- The energy is the sum of the levels weighted with their populations, and the squared norm
is the sum of the populations. -/
theorem energy_eq_sum {A : Matrix (Fin n) (Fin n) ℂ} (hA : A.IsHermitian) (x : Fin n → ℂ) :
    energy A x = ∑ i, level hA i * Complex.normSq (star (levelState hA i) ⬝ᵥ x) ∧
    sqNorm x = ∑ i, Complex.normSq (star (levelState hA i) ⬝ᵥ x) := by
  constructor
  · rw [energy, completeness hA x (A *ᵥ x), Complex.re_sum]
    refine Finset.sum_congr rfl fun i _ => ?_
    -- let the Hermitian matrix act to the left on its eigenvector
    have h : star (levelState hA i) ᵥ* A = (level hA i : ℂ) • star (levelState hA i) := by
      have h' := Matrix.star_mulVec A (levelState hA i)
      rw [hA.eq, mulVec_levelState] at h'
      rw [← h']
      simp [star_smul]
    rw [Matrix.dotProduct_mulVec, h, smul_dotProduct, smul_eq_mul]
    generalize star (levelState hA i) ⬝ᵥ x = c
    simp only [Complex.mul_re, Complex.mul_im, Complex.star_def, Complex.conj_re,
      Complex.conj_im, Complex.ofReal_re, Complex.ofReal_im, Complex.normSq_apply]
    ring
  · rw [sqNorm, completeness hA x x, Complex.re_sum]
    refine Finset.sum_congr rfl fun i _ => ?_
    generalize star (levelState hA i) ⬝ᵥ x = c
    simp only [Complex.mul_re, Complex.star_def, Complex.conj_re, Complex.conj_im,
      Complex.normSq_apply]
    ring
```

The two energy bounds follow by comparing the sums term by term. A term on the excluded side of level $k$ vanishes; any other is compared using the order of the levels and the nonnegative population $|a_i|^2$.

```lean
/-- A state without components below level `k` has at least the energy `λ_k` times its squared norm;
a state without components above level `k` has at most that energy. -/
theorem energy_bounds {A : Matrix (Fin n) (Fin n) ℂ} (hA : A.IsHermitian) (k : Fin n)
    (x : Fin n → ℂ) :
    ((∀ i, i < k → star (levelState hA i) ⬝ᵥ x = 0) → level hA k * sqNorm x ≤ energy A x) ∧
    ((∀ i, k < i → star (levelState hA i) ⬝ᵥ x = 0) → energy A x ≤ level hA k * sqNorm x) := by
  have mono : ∀ i j, i ≤ j → level hA i ≤ level hA j :=
    fun i j hij => Tuple.monotone_sort hA.eigenvalues hij
  rw [(energy_eq_sum hA x).1, (energy_eq_sum hA x).2, Finset.mul_sum]
  constructor <;> intro h <;> refine Finset.sum_le_sum fun i _ => ?_
  · rcases lt_or_ge i k with hi | hi
    · simp [h i hi]
    · exact mul_le_mul_of_nonneg_right (mono k i hi) (Complex.normSq_nonneg _)
  · rcases lt_or_ge k i with hi | hi
    · simp [h i hi]
    · exact mul_le_mul_of_nonneg_right (mono i k hi) (Complex.normSq_nonneg _)
```

## Counting conditions and moving $S$ onto the state

The count of conditions becomes a determinant argument. Row `k` of a square matrix is set to zero and the other rows hold the conditions. The determinant vanishes, so a nonzero vector is annihilated.

```lean
/-- Of `n` linear conditions on `n` amplitudes, all but the `k`-th can be met by a nonzero
state. -/
theorem exists_state (r : Fin n → Fin n → ℂ) (k : Fin n) :
    ∃ x : Fin n → ℂ, x ≠ 0 ∧ ∀ i, i ≠ k → r i ⬝ᵥ x = 0 := by
  obtain ⟨x, hx, h⟩ := Matrix.exists_mulVec_eq_zero_iff.mpr
    (Matrix.det_eq_zero_of_row_eq_zero
      (A := Matrix.of fun i j => if i = k then (0 : ℂ) else r i j) k (fun j => by simp))
  refine ⟨x, hx, fun i hi => ?_⟩
  have h' := congrFun h i
  simpa [Matrix.mulVec, hi] using h'
```

The identities $x^\dagger Bx=(Sx)^\dagger A(Sx)$ and $x^\dagger Gx=|Sx|^2$ connect the two problems. The comments in the code call $G$ the metric; it is not the overlap matrix $M$.

```lean
/-- The transformed matrix `S* A S` gives `x` the energy that `A` gives `S x`, and the metric
`S* S` gives the squared norm of `S x`. -/
theorem energy_congr (A S : Matrix (Fin n) (Fin n) ℂ) (x : Fin n → ℂ) :
    energy (Sᴴ * A * S) x = energy A (S *ᵥ x) ∧ energy (Sᴴ * S) x = sqNorm (S *ᵥ x) := by
  unfold energy sqNorm
  rw [Matrix.star_mulVec, ← Matrix.dotProduct_mulVec, ← Matrix.dotProduct_mulVec]
  simp only [Matrix.mulVec_mulVec, Matrix.mul_assoc, and_self]
```

## The theorem for an arbitrary square matrix $S$

The statement takes a Hermitian `A`, any square complex `S` of the same size and a level `k`. It provides a real `θ` between level `0` and level `Fin.last n` of $S^\dagger S$ such that level `k` of $S^\dagger AS$ equals `θ * level hA k`. Invertibility is not assumed; for singular $S$ the lower limit is zero.

The overlap matrix $M$ does not occur in the code. The passage from $Ac=EMc$ to the eigenvalues of $S^\dagger AS$ is the short calculation at the start. Since $S$ is square, an orthogonalization that discards nearly dependent combinations of orbitals lies beyond the statement.

```lean
/-- **Ostrowski's theorem.** For Hermitian `A` and any square `S`, the `k`-th level of `S* A S`
is the `k`-th level of `A` times a factor between the extreme eigenvalues of `S* S`. -/
theorem ostrowski {A : Matrix (Fin (n + 1)) (Fin (n + 1)) ℂ} (hA : A.IsHermitian)
    (S : Matrix (Fin (n + 1)) (Fin (n + 1)) ℂ) (k : Fin (n + 1)) :
    ∃ θ : ℝ, level (isHermitian_conjTranspose_mul_self S) 0 ≤ θ ∧
      θ ≤ level (isHermitian_conjTranspose_mul_self S) (Fin.last n) ∧
      level (isHermitian_conjTranspose_mul_mul S hA) k = θ * level hA k := by
  have hG := isHermitian_conjTranspose_mul_self S
  have hB := isHermitian_conjTranspose_mul_mul S hA
  -- the stretching ratio of any nonzero state lies between the extreme eigenvalues of the metric
  have ratio : ∀ x : Fin (n + 1) → ℂ, x ≠ 0 → level hG 0 ≤ sqNorm (S *ᵥ x) / sqNorm x ∧
      sqNorm (S *ᵥ x) / sqNorm x ≤ level hG (Fin.last n) := by
    intro x hx
    have h1 := (energy_bounds hG 0 x).1 (fun i hi => absurd hi (Fin.not_lt_zero i))
    have h2 := (energy_bounds hG (Fin.last n) x).2
      (fun i hi => absurd hi (not_lt_of_ge (Fin.le_last i)))
    rw [(energy_congr A S x).2] at h1 h2
    exact ⟨(le_div_iff₀ (sqNorm_pos hx)).2 h1, (div_le_iff₀ (sqNorm_pos hx)).2 h2⟩
  -- a state high for `S* A S` whose image is low for `A`, and one the other way round
  obtain ⟨x, hx, hr⟩ := exists_state (fun i => if i < k then star (levelState hB i)
    else star (levelState hA i) ᵥ* S) k
  obtain ⟨y, hy, hs⟩ := exists_state (fun i => if i < k then star (levelState hA i) ᵥ* S
    else star (levelState hB i)) k
  have x1 := (energy_bounds hB k x).1 (fun i hi => by
    simpa only [if_pos hi] using hr i hi.ne)
  have x2 := (energy_bounds hA k (S *ᵥ x)).2 (fun i hi => by
    rw [Matrix.dotProduct_mulVec]
    simpa only [if_neg (not_lt_of_ge hi.le)] using hr i hi.ne')
  have y1 := (energy_bounds hB k y).2 (fun i hi => by
    simpa only [if_neg (not_lt_of_ge hi.le)] using hs i hi.ne')
  have y2 := (energy_bounds hA k (S *ᵥ y)).1 (fun i hi => by
    rw [Matrix.dotProduct_mulVec]
    simpa only [if_pos hi] using hs i hi.ne)
  rw [(energy_congr A S x).1] at x1
  rw [(energy_congr A S y).1] at y1
  have up : level hB k ≤ level hA k * (sqNorm (S *ᵥ x) / sqNorm x) := by
    rw [← mul_div_assoc, le_div_iff₀ (sqNorm_pos hx)]
    exact x1.trans x2
  have low : level hA k * (sqNorm (S *ᵥ y) / sqNorm y) ≤ level hB k := by
    rw [← mul_div_assoc, div_le_iff₀ (sqNorm_pos hy)]
    exact y2.trans y1
  obtain ⟨rx1, rx2⟩ := ratio x hx
  obtain ⟨ry1, ry2⟩ := ratio y hy
  generalize sqNorm (S *ᵥ x) / sqNorm x = t at up rx1 rx2
  generalize sqNorm (S *ᵥ y) / sqNorm y = u at low ry1 ry2
  -- the factor is the quotient of the levels, unless the level of `A` vanishes
  rcases eq_or_ne (level hA k) 0 with h0 | h0
  · rw [h0, zero_mul] at up low
    exact ⟨t, rx1, rx2, by rw [h0, mul_zero]; exact le_antisymm up low⟩
  · have hq : level hB k = level hB k / level hA k * level hA k := (div_mul_cancel₀ _ h0).symm
    refine ⟨level hB k / level hA k, ?_, ?_, hq⟩ <;>
      generalize level hB k / level hA k = q at hq ⊢ <;>
      rw [hq] at up low <;>
      rcases lt_or_gt_of_ne h0 with hneg | hpos
    · exact rx1.trans (by nlinarith)
    · exact ry1.trans (by nlinarith)
    · exact le_trans (by nlinarith) ry2
    · exact le_trans (by nlinarith) rx2
```

`ratio` places $|Sx|^2/|x|^2$ between $g_0$ and $g_n$. The two calls of `exists_state` produce $x$ and $y$: row `k` is free, and the rows before and after it carry the conditions on the two sets of eigenvectors. `up` and `low` are $\mu_k\le t\lambda_k$ and $u\lambda_k\le\mu_k$. The final case split follows the sign of $\lambda_k$, with `nlinarith` cancelling the nonzero factor in each inequality.

## Inertia and relative shifts

Invertibility enters as `S.det ≠ 0`. The theorem `inertia` states that the `k`-th levels before and after the transformation are positive together and negative together, and therefore also vanish together. It compares signs for a given $S$; it constructs no $S$ linking two matrices with equal numbers of positive, negative and zero levels.

```lean
/-- **Sylvester's law of inertia**, level by level: for Hermitian `A` and invertible `S`, the
`k`-th levels of `S* A S` and of `A` have the same sign. -/
theorem inertia {A : Matrix (Fin (n + 1)) (Fin (n + 1)) ℂ} (hA : A.IsHermitian)
    {S : Matrix (Fin (n + 1)) (Fin (n + 1)) ℂ} (hS : S.det ≠ 0) (k : Fin (n + 1)) :
    (0 < level (isHermitian_conjTranspose_mul_mul S hA) k ↔ 0 < level hA k) ∧
    (level (isHermitian_conjTranspose_mul_mul S hA) k < 0 ↔ level hA k < 0) := by
  have hG := isHermitian_conjTranspose_mul_self S
  -- the lowest eigenvalue of the metric is positive, since `S` annihilates no nonzero state
  have hmin : 0 < level hG 0 := by
    obtain ⟨x, hx, hr⟩ := exists_state (fun i => star (levelState hG i)) 0
    have h := (energy_bounds hG 0 x).2 (fun i hi => hr i hi.ne')
    rw [(energy_congr A S x).2] at h
    have hSx : S *ᵥ x ≠ 0 := fun h0 => hx (Matrix.eq_zero_of_mulVec_eq_zero hS h0)
    by_contra hc
    nlinarith [sqNorm_pos hx, sqNorm_pos hSx,
      mul_nonneg (neg_nonneg.2 (not_lt.1 hc)) (sqNorm_pos hx).le]
  obtain ⟨θ, h1, -, h⟩ := ostrowski hA S k
  have hθ : 0 < θ := lt_of_lt_of_le hmin h1
  rw [h]
  refine ⟨⟨fun h' => ?_, fun h' => mul_pos hθ h'⟩,
    ⟨fun h' => ?_, fun h' => mul_neg_of_pos_of_neg hθ h'⟩⟩
  · by_contra hc
    nlinarith [mul_nonneg hθ.le (neg_nonneg.2 (not_lt.1 hc))]
  · by_contra hc
    nlinarith [mul_nonneg hθ.le (not_lt.1 hc)]
```

For `hmin`, the code chooses a nonzero state orthogonal to every eigenvector of $G$ except the lowest. The energy bound gives $|Sx|^2\le g_0|x|^2$, and $Sx\ne0$ forces $g_0>0$. Multiplication by the positive `θ` then preserves signs.

In `level_shift`, the hypotheses `hlow` and `hhigh` say that the eigenvalues of $S^\dagger S$ lie within $\varepsilon$ of one, as they do when the orbitals are nearly orthonormal. The proof factors the shift as $(\theta-1)\lambda_k$ and bounds the first factor.

```lean
/-- If the eigenvalues of `S* S` differ from one by at most `ε`, passing from Hermitian `A` to
`S* A S` shifts each level by at most `ε` times its magnitude. -/
theorem level_shift {A : Matrix (Fin (n + 1)) (Fin (n + 1)) ℂ} (hA : A.IsHermitian)
    (S : Matrix (Fin (n + 1)) (Fin (n + 1)) ℂ) {ε : ℝ}
    (hlow : 1 - ε ≤ level (isHermitian_conjTranspose_mul_self S) 0)
    (hhigh : level (isHermitian_conjTranspose_mul_self S) (Fin.last n) ≤ 1 + ε)
    (k : Fin (n + 1)) :
    |level (isHermitian_conjTranspose_mul_mul S hA) k - level hA k| ≤ ε * |level hA k| := by
  obtain ⟨θ, h1, h2, h⟩ := ostrowski hA S k
  have e : θ * level hA k - level hA k = (θ - 1) * level hA k := by ring
  rw [h, e, abs_mul]
  exact mul_le_mul_of_nonneg_right (abs_le.2 ⟨by linarith, by linarith⟩) (abs_nonneg _)

end

end OstrowskiCongruence
```

```lean
#print axioms OstrowskiCongruence.ostrowski
-- 'OstrowskiCongruence.ostrowski' depends on axioms: [propext, Classical.choice, Quot.sound]
#print axioms OstrowskiCongruence.inertia
-- 'OstrowskiCongruence.inertia' depends on axioms: [propext, Classical.choice, Quot.sound]
#print axioms OstrowskiCongruence.level_shift
-- 'OstrowskiCongruence.level_shift' depends on axioms: [propext, Classical.choice, Quot.sound]
```
